# In the interacting, bound Moshinsky atom, a correlated Gaussian eigenstate lies below the best product of two equal Gaussians

Two particles on a line sit in a harmonic trap and are joined by a spring of strength \(k\). With mass, trap frequency and \(\hbar\) equal to one,

\[
H=-\tfrac12(\partial_x^2+\partial_y^2)+\tfrac12(x^2+y^2)+\tfrac k2(x-y)^2 .
\]

Let \(k>-\tfrac12\) and \(w=\sqrt{1+2k}\). Then \(\psi=e^{-(x+y)^2/4-w(x-y)^2/4}\) is a square-integrable eigenfunction with energy \((1+w)/2\). The product Gaussians \(\varphi_a=e^{-ax^2/2}e^{-ay^2/2}\), \(a>0\), have least mean energy \(\sqrt{1+k}\), and the eigenvalue is strictly lower exactly when \(k\neq0\).

Positive \(k\) is attraction and negative \(k\) repulsion. The condition \(k>-\tfrac12\) says that the trap still confines the relative motion, whose squared frequency is \(1+2k\).

## Derivation of the two energies

**The eigenvalue.** For \(g=e^{-(p(x^2+y^2)+qxy)}\), two differentiations give \(\partial_x^2g=\big((2px+qy)^2-2p\big)g\), and likewise for \(y\). Hence

\[
Hg=\Big[2p-\tfrac12\big((2px+qy)^2+(2py+qx)^2\big)+\tfrac12(x^2+y^2)+\tfrac k2(x-y)^2\Big]g .
\]

Expanding the exponent of \(\psi\) gives \(p=(1+w)/4\) and \(q=(1-w)/2\). The two linear forms are then \(\tfrac12\big[(x+y)\pm w(x-y)\big]\), so half the sum of their squares is \(\tfrac14\big[(x+y)^2+w^2(x-y)^2\big]\). The potential is \(\tfrac14\big[(x+y)^2+(1+2k)(x-y)^2\big]\). Since \(w^2=1+2k\), these cancel and leave \(2p=(1+w)/2\).

**Square integrability.** Put \(m=\min(1,w)>0\). Then

\[
\psi^2=e^{-(x+y)^2/2-w(x-y)^2/2}\le e^{-m(x^2+y^2)},
\]

and the right-hand side is integrable.

This step must not be left out of the statement. The cancellation used only \(w^2\), so replacing \(w\) by \(-w\) also solves the differential equation, with the lower "energy" \((1-w)/2\). That solution grows along \(x-y\) and is not a bound state.

**The product energy.** Setting \(p=a/2\), \(q=0\) and \(c=(1+k-a^2)/2\) gives

\[
H\varphi_a=\big[a+c(x^2+y^2)-kxy\big]\varphi_a .
\]

The weight \(\varphi_a^2\) is \(e^{-ax^2}e^{-ay^2}\). For constants \(B\) and \(C\),

\[
\frac{d}{dy}\Big[-\frac{B+Cy}{2a}e^{-ay^2}\Big]=\Big(By+Cy^2-\frac{C}{2a}\Big)e^{-ay^2},
\]

and the left-hand side integrates to zero. Thus \(\langle y\rangle=0\) and \(\langle y^2\rangle=1/(2a)\), with the same values for \(x\), and

\[
E(a)=a+\frac ca=\frac a2+\frac{1+k}{2a}.
\]

With \(s=\sqrt{1+k}\), completing the square gives \(E(a)-s=(a-s)^2/(2a)\ge0\), with equality at \(a=s\).

**The comparison.** Substituting \(k=(w^2-1)/2\) gives

\[
1+k-\Big(\frac{1+w}2\Big)^2=\Big(\frac{w-1}2\Big)^2 .
\]

Both energies are positive, so the eigenvalue is strictly lower exactly when \(w\ne1\), that is, when \(k\neq0\).

**An instance.** For \(k=4\) we have \(w=3\), and the eigenvalue is \(2\). The best product Gaussian has \(a=\sqrt5\) and energy \(\sqrt5/2+5/(2\sqrt5)=\sqrt5\approx2.236\). The difference of the squared energies is \(5-4=1=((3-1)/2)^2\).

## The Hamiltonian and wave functions in Lean

```lean
import Mathlib

open MeasureTheory

namespace MoshinskyAtom

noncomputable section
```

Wave functions are real functions of two real coordinates. The nested `deriv` terms are the second partial derivatives, each taken with the other coordinate held fixed.

```lean
/-- The Moshinsky Hamiltonian: two particles on a line in a harmonic trap, coupled by a
harmonic force of strength `k`, in units where mass, trap frequency and `ħ` are one. -/
def hamiltonian (k : ℝ) (ψ : ℝ → ℝ → ℝ) (x y : ℝ) : ℝ :=
  -(deriv (deriv (fun s => ψ s y)) x + deriv (deriv (fun t => ψ x t)) y) / 2
    + ((x ^ 2 + y ^ 2) / 2 + k * (x - y) ^ 2 / 2) * ψ x y
```

The mean energy is the Rayleigh quotient \(\langle\psi,H\psi\rangle/\langle\psi,\psi\rangle\), so trial functions need not be normalised.

```lean
/-- The quotient `⟨ψ, Hψ⟩ / ⟨ψ, ψ⟩`. It is the mean energy when the real wave function `ψ` is
nonzero and twice continuously differentiable, and `ψ` and `Hψ` are square integrable. -/
def meanEnergy (k : ℝ) (ψ : ℝ → ℝ → ℝ) : ℝ :=
  (∫ x, ∫ y, ψ x y * hamiltonian k ψ x y) / ∫ x, ∫ y, ψ x y ^ 2
```

Three Gaussians follow: a centred exchange-symmetric one with free coefficients \(p\) and \(q\), then \(\psi\) and \(\varphi_a\). The number \(w\) appears as `√(1 + 2 * k)`.

```lean
/-- A Gaussian of two coordinates that is symmetric under exchange of the particles. -/
def pairGaussian (p q x y : ℝ) : ℝ := Real.exp (-(p * (x ^ 2 + y ^ 2) + q * x * y))

/-- The correlated Gaussian, with separate widths for the sum and the difference of the
coordinates; its domain is `k ≥ -1/2`. -/
def correlatedState (k x y : ℝ) : ℝ :=
  Real.exp (-(x + y) ^ 2 / 4 - √(1 + 2 * k) * (x - y) ^ 2 / 4)

/-- The uncorrelated trial function: both particles occupy the same Gaussian orbital. -/
def productGaussian (a x y : ℝ) : ℝ := Real.exp (-a * x ^ 2 / 2) * Real.exp (-a * y ^ 2 / 2)
```

## The correlated eigenstate

The first lemma differentiates a one-dimensional Gaussian twice. `h1` is the first derivative at every point, and the product rule then gives the second.

```lean
/-- The second derivative of a Gaussian with a linear term in its exponent. -/
theorem second_deriv_gaussian (p q r x : ℝ) :
    deriv (deriv (fun s => Real.exp (-(p * s ^ 2 + q * s + r)))) x
      = ((2 * p * x + q) ^ 2 - 2 * p) * Real.exp (-(p * x ^ 2 + q * x + r)) := by
  have h1 : ∀ s : ℝ, HasDerivAt (fun s => Real.exp (-(p * s ^ 2 + q * s + r)))
      (-(2 * p * s + q) * Real.exp (-(p * s ^ 2 + q * s + r))) s := by
    intro s
    have h : HasDerivAt (fun s : ℝ => -(p * s ^ 2 + q * s + r)) (-(2 * p * s + q)) s :=
      (((((hasDerivAt_pow 2 s).const_mul p).fun_add
        ((hasDerivAt_id' s).const_mul q)).add_const r).fun_neg).congr_deriv
        (by norm_num; ring)
    exact h.exp.congr_deriv (by ring)
  have h2 : deriv (fun s => Real.exp (-(p * s ^ 2 + q * s + r)))
      = fun s => -(2 * p * s + q) * Real.exp (-(p * s ^ 2 + q * s + r)) :=
    funext fun s => (h1 s).deriv
  have hl : HasDerivAt (fun s : ℝ => -(2 * p * s + q)) (-(2 * p)) x :=
    ((((hasDerivAt_id' x).const_mul (2 * p)).add_const q).fun_neg).congr_deriv (by ring)
  rw [h2]
  exact (hl.fun_mul (h1 x)).deriv.trans (by ring)
```

With one coordinate frozen, a pair Gaussian has this one-dimensional form. `hx` and `hy` rewrite it so, and the lemma is applied once per particle.

```lean
/-- The Hamiltonian multiplies a pair Gaussian by a quadratic polynomial. -/
theorem hamiltonian_pairGaussian (k p q x y : ℝ) :
    hamiltonian k (pairGaussian p q) x y
      = (2 * p - ((2 * p * x + q * y) ^ 2 + (2 * p * y + q * x) ^ 2) / 2
          + ((x ^ 2 + y ^ 2) / 2 + k * (x - y) ^ 2 / 2)) * pairGaussian p q x y := by
  have hx : (fun s => pairGaussian p q s y)
      = fun s => Real.exp (-(p * s ^ 2 + q * y * s + p * y ^ 2)) := by
    funext s; unfold pairGaussian; congr 1; ring
  have hy : (fun t => pairGaussian p q x t)
      = fun t => Real.exp (-(p * t ^ 2 + q * x * t + p * x ^ 2)) := by
    funext t; unfold pairGaussian; congr 1; ring
  have ex : Real.exp (-(p * x ^ 2 + q * y * x + p * y ^ 2)) = pairGaussian p q x y :=
    (congrFun hx x).symm
  have ey : Real.exp (-(p * y ^ 2 + q * x * y + p * x ^ 2)) = pairGaussian p q x y :=
    (congrFun hy y).symm
  unfold hamiltonian
  rw [hx, hy, second_deriv_gaussian, second_deriv_gaussian, ex, ey]
  ring
```

For the eigenvalue equation, `e` identifies \(p\) and \(q\). The `linear_combination` step then adds the right multiple of `hw`, which is \(w^2=1+2k\), to cancel the quadratic terms.

```lean
/-- For `k ≥ -1/2` the correlated Gaussian solves the Schrödinger equation with energy
`(1 + √(1 + 2k)) / 2`. -/
theorem correlatedState_eigen {k : ℝ} (hk : -1 / 2 ≤ k) (x y : ℝ) :
    hamiltonian k (correlatedState k) x y
      = (1 + √(1 + 2 * k)) / 2 * correlatedState k x y := by
  have hw : √(1 + 2 * k) ^ 2 = 1 + 2 * k := Real.sq_sqrt (by linarith)
  have e : correlatedState k
      = pairGaussian ((1 + √(1 + 2 * k)) / 4) ((1 - √(1 + 2 * k)) / 2) := by
    funext s t; unfold correlatedState pairGaussian; congr 1; ring
  rw [e, hamiltonian_pairGaussian]
  linear_combination (-(x - y) ^ 2 / 4 *
    pairGaussian ((1 + √(1 + 2 * k)) / 4) ((1 - √(1 + 2 * k)) / 2) x y) * hw
```

The equation holds at \(k=-\tfrac12\) too, but there \(w=0\) and \(\psi\) does not decay along \(x-y\). The integrability theorem therefore has a strict inequality. Its proof is the comparison with exponent \(m\); the two products passed to `nlinarith` are \((1-m)(x+y)^2\ge0\) and \((w-m)(x-y)^2\ge0\).

```lean
/-- For `k > -1/2` the correlated Gaussian is square integrable. -/
theorem correlatedState_sq_integrable {k : ℝ} (hk : -1 / 2 < k) :
    Integrable (fun z : ℝ × ℝ => correlatedState k z.1 z.2 ^ 2) := by
  have hw : 0 < √(1 + 2 * k) := Real.sqrt_pos.2 (by linarith)
  obtain ⟨m, hm, hm1, hmw⟩ : ∃ m : ℝ, 0 < m ∧ m ≤ 1 ∧ m ≤ √(1 + 2 * k) :=
    ⟨min 1 _, lt_min one_pos hw, min_le_left _ _, min_le_right _ _⟩
  -- compare with an isotropic Gaussian
  have hg : Integrable (fun z : ℝ × ℝ => Real.exp (-m * z.1 ^ 2) * Real.exp (-m * z.2 ^ 2)) :=
    (integrable_exp_neg_mul_sq hm).mul_prod (integrable_exp_neg_mul_sq hm)
  refine hg.mono' (Continuous.aestronglyMeasurable ?_) (ae_of_all _ fun z => ?_)
  · unfold correlatedState; fun_prop
  · change ‖correlatedState k z.1 z.2 ^ 2‖ ≤ Real.exp (-m * z.1 ^ 2) * Real.exp (-m * z.2 ^ 2)
    rw [Real.norm_of_nonneg (sq_nonneg _)]
    unfold correlatedState
    rw [pow_two, ← Real.exp_add, ← Real.exp_add]
    apply Real.exp_le_exp.2
    nlinarith [mul_nonneg (sub_nonneg.2 hm1) (sq_nonneg (z.1 + z.2)),
      mul_nonneg (sub_nonneg.2 hmw) (sq_nonneg (z.1 - z.2))]
```

## The minimum over product Gaussians

The next lemma integrates \(A+By+Cy^2\) against \(e^{-ay^2}\). `hF` is the total derivative displayed above, `hI` and `hI'` supply integrability, and `hz` says that its integral vanishes.

```lean
/-- The integral of a quadratic polynomial against a Gaussian of exponent `a > 0`. -/
theorem integral_quadratic_gaussian {a : ℝ} (ha : 0 < a) (A B C : ℝ) :
    ∫ y : ℝ, (A + B * y + C * y ^ 2) * Real.exp (-a * y ^ 2)
      = (A + C / (2 * a)) * √(Real.pi / a) := by
  have i0 := integrable_exp_neg_mul_sq ha
  have i1 := integrable_mul_exp_neg_mul_sq ha
  have i2 : Integrable (fun y : ℝ => y ^ 2 * Real.exp (-a * y ^ 2)) := by
    simpa only [Real.rpow_two] using
      integrable_rpow_mul_exp_neg_mul_sq ha (s := 2) (by norm_num)
  have hc : 2 * a * (1 / (2 * a)) = 1 := mul_one_div_cancel (by positivity)
  -- the part of the integrand that is a total derivative
  have hF : ∀ y : ℝ, HasDerivAt (fun y => -(B + C * y) / (2 * a) * Real.exp (-a * y ^ 2))
      ((B * y + C * y ^ 2 - C / (2 * a)) * Real.exp (-a * y ^ 2)) y := by
    intro y
    have hq : HasDerivAt (fun y : ℝ => -a * y ^ 2) (-(2 * a * y)) y :=
      ((hasDerivAt_pow 2 y).const_mul (-a)).congr_deriv (by norm_num; ring)
    have hl : HasDerivAt (fun y : ℝ => -(B + C * y) / (2 * a)) (-C / (2 * a)) y :=
      (((((hasDerivAt_id' y).const_mul C).const_add B).fun_neg).div_const (2 * a)).congr_deriv
        (by ring)
    refine (hl.fun_mul hq.exp).congr_deriv ?_
    linear_combination ((B * y + C * y ^ 2) * Real.exp (-a * y ^ 2)) * hc
  have hI : Integrable (fun y : ℝ => -(B + C * y) / (2 * a) * Real.exp (-a * y ^ 2)) := by
    have e : (fun y : ℝ => -(B + C * y) / (2 * a) * Real.exp (-a * y ^ 2))
        = fun y => -B / (2 * a) * Real.exp (-a * y ^ 2)
          + -C / (2 * a) * (y * Real.exp (-a * y ^ 2)) := by
      funext y; ring
    rw [e]
    exact (i0.const_mul _).add (i1.const_mul _)
  have hI' : Integrable
      (fun y : ℝ => (B * y + C * y ^ 2 - C / (2 * a)) * Real.exp (-a * y ^ 2)) := by
    have e : (fun y : ℝ => (B * y + C * y ^ 2 - C / (2 * a)) * Real.exp (-a * y ^ 2))
        = fun y => B * (y * Real.exp (-a * y ^ 2)) + C * (y ^ 2 * Real.exp (-a * y ^ 2))
          - C / (2 * a) * Real.exp (-a * y ^ 2) := by
      funext y; ring
    rw [e]
    exact ((i1.const_mul _).add (i2.const_mul _)).sub (i0.const_mul _)
  have hz := integral_eq_zero_of_hasDerivAt_of_integrable hF hI' hI
  have e : (fun y : ℝ => (A + B * y + C * y ^ 2) * Real.exp (-a * y ^ 2))
      = fun y => (A + C / (2 * a)) * Real.exp (-a * y ^ 2)
        + (B * y + C * y ^ 2 - C / (2 * a)) * Real.exp (-a * y ^ 2) := by
    funext y; ring
  rw [e, integral_add (i0.const_mul _) hI', integral_const_mul, hz, integral_gaussian, add_zero]
```

The lemma is used twice to obtain the energy formula. In `inner`, the integral over \(y\) has \(A=a+cx^2\), \(B=-kx\) and \(C=c\); the integral over \(x\) follows. The norm integral `normx` is treated in the same order, and the Gaussian factors cancel in the quotient.

```lean
/-- The mean energy of the product Gaussian with exponent `a > 0` is
`a/2 + (1 + k)/(2a)`. -/
theorem meanEnergy_productGaussian (k : ℝ) {a : ℝ} (ha : 0 < a) :
    meanEnergy k (productGaussian a) = a / 2 + (1 + k) / (2 * a) := by
  have hs : ∀ t : ℝ, Real.exp (-a * t ^ 2 / 2) ^ 2 = Real.exp (-a * t ^ 2) := by
    intro t; rw [pow_two, ← Real.exp_add]; congr 1; ring
  have hψ : ∀ x y, productGaussian a x y ^ 2
      = Real.exp (-a * x ^ 2) * Real.exp (-a * y ^ 2) := by
    intro x y; unfold productGaussian; rw [mul_pow, hs, hs]
  have e : productGaussian a = pairGaussian (a / 2) 0 := by
    funext x y; unfold productGaussian pairGaussian
    rw [← Real.exp_add]; congr 1; ring
  have hnum : ∀ x y, productGaussian a x y * hamiltonian k (productGaussian a) x y
      = Real.exp (-a * x ^ 2) * (((a + (1 + k - a ^ 2) / 2 * x ^ 2) + (-(k * x)) * y
          + (1 + k - a ^ 2) / 2 * y ^ 2) * Real.exp (-a * y ^ 2)) := by
    intro x y
    rw [e, hamiltonian_pairGaussian, ← e]
    linear_combination (a + (1 + k - a ^ 2) / 2 * x ^ 2 - k * x * y
      + (1 + k - a ^ 2) / 2 * y ^ 2) * hψ x y
  -- integrate over the second particle, then over the first
  have inner : ∀ x, ∫ y, productGaussian a x y * hamiltonian k (productGaussian a) x y
      = √(Real.pi / a) * (((a + (1 + k - a ^ 2) / 2 / (2 * a)) + 0 * x
          + (1 + k - a ^ 2) / 2 * x ^ 2) * Real.exp (-a * x ^ 2)) := by
    intro x
    simp_rw [hnum x]
    rw [integral_const_mul, integral_quadratic_gaussian ha]
    ring
  have normx : ∀ x, ∫ y, productGaussian a x y ^ 2
      = √(Real.pi / a) * Real.exp (-a * x ^ 2) := by
    intro x
    simp_rw [hψ x]
    rw [integral_const_mul, integral_gaussian, mul_comm]
  unfold meanEnergy
  simp_rw [inner, normx]
  rw [integral_const_mul, integral_const_mul, integral_quadratic_gaussian ha, integral_gaussian]
  have hS : √(Real.pi / a) ≠ 0 := (Real.sqrt_pos.2 (div_pos Real.pi_pos ha)).ne'
  generalize √(Real.pi / a) = S at hS ⊢
  field_simp
  ring
```

`IsLeast` states that \(\sqrt{1+k}\) is attained for some \(a>0\) and is a lower bound for all of them. The first half of the proof inserts \(a=s\), and the second completes the square. This part needs only \(k>-1\).

```lean
/-- For `k > -1` the least mean energy among the products `productGaussian a` of two equal, centred
Gaussians, with `a > 0`, is `√(1 + k)`. -/
theorem productGaussian_minimum {k : ℝ} (hk : -1 < k) :
    IsLeast ((fun a => meanEnergy k (productGaussian a)) '' Set.Ioi 0) (√(1 + k)) := by
  have hs : 0 < √(1 + k) := Real.sqrt_pos.2 (by linarith)
  have h2 : √(1 + k) ^ 2 = 1 + k := Real.sq_sqrt (by linarith)
  generalize √(1 + k) = s at hs h2 ⊢
  constructor
  · refine ⟨s, hs, ?_⟩
    change meanEnergy k (productGaussian s) = s
    have h : (1 + k) / (2 * s) = s / 2 := by
      rw [div_eq_iff (by positivity)]
      linear_combination -h2
    rw [meanEnergy_productGaussian k hs, h]
    ring
  · rintro _ ⟨a, ha, rfl⟩
    have ha' : 0 < a := ha
    change s ≤ meanEnergy k (productGaussian a)
    rw [meanEnergy_productGaussian k ha']
    -- complete the square
    have h : a / 2 + (1 + k) / (2 * a) - s = (a - s) ^ 2 / (2 * a) := by
      rw [← h2]
      field_simp
      ring
    have h0 : 0 ≤ (a - s) ^ 2 / (2 * a) := by positivity
    linarith
```

## The gap and the combined theorem

`Real.lt_sqrt` squares the inequality. If \(k=0\), it reads \(1<1\), which is false. If \(k\ne0\), then \(w\ne1\), so \((w-1)^2>0\) and `nlinarith` finishes with the identity of the comparison step.

```lean
/-- For `k ≥ -1/2` the energy `(1 + √(1 + 2k))/2` lies strictly below `√(1 + k)` exactly
when the particles interact. -/
theorem energy_lt_iff {k : ℝ} (hk : -1 / 2 ≤ k) :
    (1 + √(1 + 2 * k)) / 2 < √(1 + k) ↔ k ≠ 0 := by
  have hw : √(1 + 2 * k) ^ 2 = 1 + 2 * k := Real.sq_sqrt (by linarith)
  rw [Real.lt_sqrt (by positivity)]
  constructor
  · rintro h rfl
    norm_num at h
  · intro h0
    have hne : √(1 + 2 * k) ≠ 1 := by
      intro h1
      rw [h1] at hw
      exact h0 (by linarith)
    have hpos : 0 < (√(1 + 2 * k) - 1) ^ 2 :=
      lt_of_le_of_ne (sq_nonneg _) (Ne.symm (pow_ne_zero 2 (sub_ne_zero.2 hne)))
    nlinarith
```

The last theorem collects the four statements for \(k>-\tfrac12\): square integrability, the eigenvalue equation at every point, the minimum and the strict comparison.

In electronic-structure terms, the gap models the energy missed when two opposite-spin electrons share one orbital, with harmonic forces in place of Coulomb ones and a centred Gaussian orbital whose width is the only parameter. The theorem does not identify \((1+w)/2\) as the lowest eigenvalue, nor does it minimise over orbitals of other shapes, as Hartree–Fock theory would.

```lean
/-- The Moshinsky atom with `k > -1/2`: the correlated Gaussian is a square-integrable
eigenfunction with energy `(1 + √(1 + 2k))/2`, the best product Gaussian has mean energy
`√(1 + k)`, and the former energy is strictly lower exactly when `k ≠ 0`. -/
theorem moshinsky_atom {k : ℝ} (hk : -1 / 2 < k) :
    Integrable (fun z : ℝ × ℝ => correlatedState k z.1 z.2 ^ 2) ∧
    (∀ x y, hamiltonian k (correlatedState k) x y
      = (1 + √(1 + 2 * k)) / 2 * correlatedState k x y) ∧
    IsLeast ((fun a => meanEnergy k (productGaussian a)) '' Set.Ioi 0) (√(1 + k)) ∧
    ((1 + √(1 + 2 * k)) / 2 < √(1 + k) ↔ k ≠ 0) :=
  ⟨correlatedState_sq_integrable hk, correlatedState_eigen hk.le,
    productGaussian_minimum (by linarith), energy_lt_iff hk.le⟩

end

end MoshinskyAtom
```

```lean
#print axioms MoshinskyAtom.moshinsky_atom
-- 'MoshinskyAtom.moshinsky_atom' depends on axioms: [propext, Classical.choice, Quot.sound]
```
